# The Becke–Roussel equation has exactly one positive solution for every nonzero right side

An electron of spin \(\sigma\) at a given point of a molecule is surrounded by an exchange hole, a region from which one electron of the same spin is missing. A semilocal functional does not have the whole hole, but it can know how the hole begins. Averaged over directions and taken as a positive density, the hole at small distance \(s\) from the electron is \(\rho + Q s^2 + \dots\), where \(\rho\) is the density of spin \(\sigma\) at the point and the curvature \(Q\) is computed from the orbitals there. The Becke–Roussel model replaces the true hole by an exponential density, centred at some distance from the electron, with the same \(\rho\) and \(Q\). Fitting it leads to a transcendental equation in one unknown. Does that equation always have a solution, and could it have two?

## From the exponential hole to one unknown

At distance \(r\) from its centre, the model density is

\[
n(r)=\frac{a^3}{8\pi}\,e^{-ar},\qquad a>0,
\]

which integrates to one electron. Let the reference electron sit at distance \(b>0\) from the centre. Averaging a smooth function over a small sphere of radius \(s\) gives its value at the sphere's centre plus \(s^2/6\) times its Laplacian there, up to higher powers of \(s\), so the fit requires

\[
n(b)=\rho,\qquad \frac16\left(n''(b)+\frac2b\,n'(b)\right)=Q .
\]

Since \(n'=-an\) and \(n''=a^2n\), with \(x=ab\) the second condition becomes

\[
Q=\frac{\rho}{6}\left(a^2-\frac{2a}{b}\right)=\frac{\rho\,a^2\,(x-2)}{6x}.
\]

The density condition removes \(a\). It says \(\pi\rho=(a e^{-x/3}/2)^3\), hence \(a^2=4(\pi\rho)^{2/3}e^{2x/3}\), and

\[
Q=K\,g(x),\qquad K=\tfrac23\pi^{2/3}\rho^{5/3},\qquad g(x)=\frac{(x-2)\,e^{2x/3}}{x}.
\]

For \(Q\neq0\), taking reciprocals gives the Becke–Roussel equation

\[
f(x)=\frac{x\,e^{-2x/3}}{x-2}=y,\qquad y=\frac{K}{Q}.
\]

The claim is that for every real \(y\neq0\) it has exactly one solution with \(x>0\) and \(x\neq2\). The solution lies in \((0,2)\) if \(y<0\) and in \((2,\infty)\) if \(y>0\). For \(y=0\) there is none.

## Why there is exactly one solution

The function \(f\) has a pole at \(x=2\), whereas its reciprocal \(g\) is smooth on the whole positive half-line. Writing \(g(x)=(1-2/x)e^{2x/3}\),

\[
g'(x)=e^{2x/3}\left(\frac{2}{x^2}+\frac23-\frac{4}{3x}\right)=\frac23\,e^{2x/3}\,\frac{(x-1)^2+2}{x^2}>0 ,
\]

so \(g\) takes no value twice.

To see that \(g\) takes every real value \(t\), clear the denominator and put \(h(x)=(x-2)e^{2x/3}-tx\). Then \(h(0)=-2\). At \(M=3+2|t|\), the bound \(e^z\ge1+z\) gives

\[
h(M)\ge(1+2|t|)\left(3+\tfrac43|t|\right)-|t|\,(3+2|t|)=3+\tfrac{13}{3}|t|+\tfrac23t^2>0 .
\]

The continuous function \(h\) therefore has a zero between \(0\) and \(M\), and there \(g(x)=t\).

Now take \(t=1/y\). The solution of \(g(x)=1/y\) is not \(2\), because \(g(2)=0\), so it solves \(f(x)=y\). Any other solution of \(f(x)=y\) would also solve \(g(x)=1/y\). The numerator of \(f\) is positive, so \(x-2\) has the sign of \(y\), which fixes the interval. Finally, \(f(x)g(x)=1\) rules out \(f(x)=0\).

The hole itself follows. Given \(\rho>0\) and any real \(Q\), solve \(g(x)=Q/K\), then set \(a=(8\pi\rho e^x)^{1/3}\) and \(b=x/a\). Each step has one outcome, so exactly one pair \((a,b)\) fits. The direction from the electron to the centre stays free, and the spherical average does not depend on it.

## Solving for the hole at a grid point

To evaluate the functional, a code can compute \(\rho\) and \(Q\) at each grid point, solve for \(x\), and obtain \(b\) from \(b^3=x^3e^{-x}/(8\pi\rho)\). The hole acts on the electron as a positive charge, and the electron's potential energy in its field, in atomic units, is then \(-(1-e^{-x}-\tfrac12xe^{-x})/b\). For this one-centre exponential model, uniqueness means that there is no second positive root for a solver to find by mistake. Bisection can be applied to \(h\) with \(t=Q/K\) on \([0,3+2|t|]\), and this form passes smoothly through \(Q=0\), where \(y\) diverges.

At \(Q=0\) the solution is \(x=2\), so \(a^3=8\pi e^2\rho\) and \(b=2/a\). The smallest physical case is the hydrogen atom in its ground state, whose hole is the electron's own density \(e^{-2r}/\pi\). This is the model density with \(a=2\), so away from the nucleus the fit with the exact curvature returns \(a=2\) and \(b=r\).

## The definitions in Lean

The development works over the real numbers.

```lean
import Mathlib

open Real Set

namespace BeckeRoussel

noncomputable section
```

The function \(f\) is `brFun`. Lean assigns the value 0 to a division by zero, so `brFun 2` is 0; the condition `x ≠ 2` in the theorems keeps this from counting as a solution for \(y=0\).

```lean
/-- The left side of the Becke-Roussel equation, `x exp(-2x/3) / (x - 2)`. -/
def brFun (x : ℝ) : ℝ := x * exp (-(2 * x / 3)) / (x - 2)
```

The function \(g\) is `brRecip`.

```lean
/-- The reciprocal form `(x - 2) exp(2x/3) / x` of the Becke-Roussel function. -/
def brRecip (x : ℝ) : ℝ := (x - 2) * exp (2 * x / 3) / x
```

The model density \(n(r)\) is `holeDensity a r`. Its prefactor fixes the normalisation to one electron, though the integral is not computed in the file.

```lean
/-- The exponential model density `a³ exp(-a r) / (8π)` at distance `r` from its centre. -/
def holeDensity (a r : ℝ) : ℝ := a ^ 3 * exp (-(a * r)) / (8 * π)
```

The curvature is defined through actual derivatives of that density, so the formula for \(Q\) has to be proved. The expression is the radial Laplacian, divided by six, at distance `b` from the centre. That this is the coefficient of \(s^2\) in the spherical average is the physical input behind the definition.

```lean
/-- The curvature of the hole at distance `b` from its centre: one sixth of the radial
Laplacian of the model density. -/
def holeCurvature (a b : ℝ) : ℝ :=
  (deriv (deriv (holeDensity a)) b + 2 / b * deriv (holeDensity a) b) / 6
```

## Monotonicity and range of the reciprocal

The first lemma is \(f(x)g(x)=1\). The exponential is replaced by a nonzero symbol `E`, after which the identity is one of fractions.

```lean
/-- For positive `x` other than 2, the two forms are reciprocal to each other. -/
theorem brFun_mul_brRecip {x : ℝ} (hx : 0 < x) (hx2 : x ≠ 2) :
    brFun x * brRecip x = 1 := by
  have h2 : x - 2 ≠ 0 := sub_ne_zero.2 hx2
  have hE := (exp_pos (2 * x / 3)).ne'
  unfold brFun brRecip
  rw [Real.exp_neg]
  generalize exp (2 * x / 3) = E at hE ⊢
  field_simp
```

Next comes the derivative of \(g\). The quotient rule gives `h2`, and `ring` brings the numerator to the form with \((x-1)^2+2\). In that form `positivity` can read off the sign, and a positive derivative on the half-line gives strict monotonicity.

```lean
/-- The reciprocal form is strictly increasing on the whole positive half-line. -/
theorem brRecip_strictMonoOn : StrictMonoOn brRecip (Ioi 0) := by
  have hd : ∀ x : ℝ, 0 < x → HasDerivAt brRecip
      ((2 / 3 * exp (2 * x / 3) * ((x - 1) ^ 2 + 2)) / x ^ 2) x := by
    intro x hx
    have h0 : HasDerivAt (fun z : ℝ => 2 * z / 3) (2 / 3) x :=
      (((hasDerivAt_id' x).const_mul (2 : ℝ)).div_const 3).congr_deriv (by norm_num)
    have h1 : HasDerivAt (fun z : ℝ => exp (2 * z / 3)) (exp (2 * x / 3) * (2 / 3)) x :=
      h0.exp
    have h2 : HasDerivAt brRecip
        (((1 * exp (2 * x / 3) + (x - 2) * (exp (2 * x / 3) * (2 / 3))) * x
          - (x - 2) * exp (2 * x / 3) * 1) / x ^ 2) x :=
      (((hasDerivAt_id' x).sub_const 2).fun_mul h1).fun_div (hasDerivAt_id' x) hx.ne'
    exact h2.congr_deriv (by congr 1; ring)
  apply strictMonoOn_of_deriv_pos (convex_Ioi 0)
  · exact fun x hx => (hd x hx).continuousAt.continuousWithinAt
  · intro x hx
    rw [interior_Ioi] at hx
    have hx' : 0 < x := hx
    rw [(hd x hx').deriv]
    positivity
```

The statement `∃! x, 0 < x ∧ brRecip x = t` says that exactly one positive \(x\) has \(g(x)=t\). The inequality `hend` is the estimate of \(h(M)\), with `Real.add_one_le_exp` supplying \(e^z\ge1+z\). The intermediate value theorem gives a zero in the closed interval, `hx0` excludes the end point \(0\), and uniqueness comes from monotonicity.

```lean
/-- The reciprocal form takes every real value exactly once on the positive half-line. -/
theorem brRecip_existsUnique (t : ℝ) : ∃! x, 0 < x ∧ brRecip x = t := by
  -- clear the denominator and use the intermediate value theorem on `[0, 3 + 2|t|]`
  have hM : (0 : ℝ) ≤ 3 + 2 * |t| := by positivity
  have hc : Continuous (fun x : ℝ => (x - 2) * exp (2 * x / 3) - t * x) := by fun_prop
  have hend : 0 ≤ (3 + 2 * |t| - 2) * exp (2 * (3 + 2 * |t|) / 3) - t * (3 + 2 * |t|) := by
    have h1 := Real.add_one_le_exp (2 * (3 + 2 * |t|) / 3)
    have h2 := abs_nonneg t
    have h3 := mul_le_mul_of_nonneg_left h1 (by linarith : 0 ≤ 3 + 2 * |t| - 2)
    have h4 := mul_le_mul_of_nonneg_right (le_abs_self t) hM
    nlinarith [mul_nonneg h2 h2]
  obtain ⟨x, hx, hgx⟩ := intermediate_value_Icc hM hc.continuousOn
    (show (0 : ℝ) ∈ Icc _ _ from ⟨by norm_num, hend⟩)
  have hg : (x - 2) * exp (2 * x / 3) - t * x = 0 := hgx
  have hx0 : x ≠ 0 := by
    intro h
    rw [h] at hg
    norm_num at hg
  have hpos : 0 < x := lt_of_le_of_ne hx.1 hx0.symm
  have hval : brRecip x = t := by
    unfold brRecip
    rw [div_eq_iff hx0]
    linarith
  exact ⟨x, ⟨hpos, hval⟩, fun z hz =>
    brRecip_strictMonoOn.injOn hz.1 hpos (hz.2.trans hval.symm)⟩
```

## Existence, uniqueness and branch

The main theorem has three parts for `y ≠ 0`: exactly one admissible solution, a solution in `Ioo 0 2` when \(y<0\), and a solution in `Ioi 2` when \(y>0\). The last two parts assert only existence in the interval; together with the first they locate the unique solution. The proof applies the previous theorem to `y⁻¹`. For each branch it assumes that \(x\) lies on the wrong side of 2 and finds that `brFun x` has the wrong sign.

```lean
/-- For every nonzero `y` the Becke-Roussel equation has exactly one positive solution other
than 2; it lies in `(0, 2)` for negative `y` and in `(2, ∞)` for positive `y`. -/
theorem becke_roussel_existsUnique {y : ℝ} (hy : y ≠ 0) :
    (∃! x, 0 < x ∧ x ≠ 2 ∧ brFun x = y) ∧
    (y < 0 → ∃ x ∈ Ioo (0 : ℝ) 2, brFun x = y) ∧
    (0 < y → ∃ x ∈ Ioi (2 : ℝ), brFun x = y) := by
  obtain ⟨x, ⟨hx, hxy⟩, huniq⟩ := brRecip_existsUnique y⁻¹
  have hx2 : x ≠ 2 := by
    intro h
    apply inv_ne_zero hy
    rw [← hxy, h]
    simp [brRecip]
  have hf : brFun x = y := by
    have h := brFun_mul_brRecip hx hx2
    rw [hxy] at h
    exact (mul_inv_eq_one₀ hy).1 h
  have hnum : 0 < x * exp (-(2 * x / 3)) := mul_pos hx (exp_pos _)
  refine ⟨⟨x, ⟨hx, hx2, hf⟩, ?_⟩, ?_, ?_⟩
  · rintro z ⟨hz, hz2, hzy⟩
    have h := brFun_mul_brRecip hz hz2
    rw [hzy] at h
    exact huniq z ⟨hz, eq_inv_of_mul_eq_one_right h⟩
  · -- the sign of `x - 2` is the sign of `y`
    intro hneg
    refine ⟨x, ⟨hx, ?_⟩, hf⟩
    by_contra hcon
    have h : 0 ≤ brFun x := div_nonneg hnum.le (by linarith)
    linarith
  · intro hpos
    refine ⟨x, ?_, hf⟩
    by_contra hcon
    have hle : x ≤ 2 := not_lt.1 hcon
    have h : brFun x ≤ 0 := div_nonpos_of_nonneg_of_nonpos hnum.le (by linarith)
    linarith
```

The case \(y=0\) is settled by an equivalence: a solution exists exactly when \(y\neq0\). A factor of a product equal to 1 cannot vanish.

```lean
/-- The Becke-Roussel equation has a positive solution other than 2 exactly when its right
side is nonzero. -/
theorem becke_roussel_solvable_iff (y : ℝ) :
    (∃ x, 0 < x ∧ x ≠ 2 ∧ brFun x = y) ↔ y ≠ 0 := by
  constructor
  · rintro ⟨x, hx, hx2, rfl⟩
    exact left_ne_zero_of_mul_eq_one (brFun_mul_brRecip hx hx2)
  · exact fun hy => (becke_roussel_existsUnique hy).1.exists
```

## The curvature and the fitted hole

The next theorem is \(Q=\rho a^2(x-2)/(6x)\), with `holeDensity a b` for \(\rho\) and `a * b` for \(x\). The fact `hd` is \(n'=-an\); using it twice gives the second derivative.

```lean
/-- For positive `a` and `b`, the curvature of the exponential hole at distance `b` in terms of its
density there, the exponent `a` and the product `a b`. -/
theorem holeCurvature_eq {a b : ℝ} (ha : 0 < a) (hb : 0 < b) :
    holeCurvature a b = holeDensity a b * a ^ 2 * (a * b - 2) / (6 * (a * b)) := by
  have hd : ∀ r, HasDerivAt (holeDensity a) (-a * holeDensity a r) r := by
    intro r
    have h0 : HasDerivAt (fun z : ℝ => -(a * z)) (-a) r :=
      ((hasDerivAt_id' r).const_mul a).fun_neg.congr_deriv (by ring)
    have h1 : HasDerivAt (holeDensity a) (a ^ 3 * (exp (-(a * r)) * -a) / (8 * π)) r :=
      (h0.exp.const_mul (a ^ 3)).div_const (8 * π)
    exact h1.congr_deriv (by unfold holeDensity; ring)
  have h1 : deriv (holeDensity a) = fun r => -a * holeDensity a r :=
    funext fun r => (hd r).deriv
  have h2 : deriv (fun r => -a * holeDensity a r) b = -a * (-a * holeDensity a b) :=
    ((hd b).const_mul (-a)).deriv
  have h3 : deriv (holeDensity a) b = -a * holeDensity a b := (hd b).deriv
  unfold holeCurvature
  rw [h3, h1, h2]
  generalize holeDensity a b = n
  field_simp
  ring
```

The next theorem, again for positive \(a\) and \(b\), is \(Q=K\,g(x)\). Eliminating \(a\) needs care with the powers \(2/3\) and \(5/3\). The proof sets \(u=e^{-x/3}\) and shows in `hcube` that \(\pi\rho=(au/2)^3\), so that \((\pi\rho)^{2/3}=(au/2)^2\). The relation `hu2`, which is \(u^2e^{2x/3}=1\), then turns the previous formula into \(Q=K\,g(x)\).

```lean
/-- The hole curvature is `(2/3) π^(2/3) ρ^(5/3)` times the reciprocal Becke-Roussel function
of `a b`, where `ρ` is the hole density at distance `b`. -/
theorem holeCurvature_eq_brRecip {a b : ℝ} (ha : 0 < a) (hb : 0 < b) :
    holeCurvature a b =
      2 / 3 * (π ^ (2 / 3 : ℝ) * holeDensity a b ^ (5 / 3 : ℝ)) * brRecip (a * b) := by
  have hn : 0 < holeDensity a b := by unfold holeDensity; positivity
  obtain ⟨u, hu⟩ : ∃ u, u = exp (-(a * b / 3)) := ⟨_, rfl⟩
  have hu0 : 0 < u := hu ▸ exp_pos _
  have hu3 : exp (-(a * b)) = u ^ 3 := by
    rw [hu, ← Real.exp_nat_mul]
    congr 1
    push_cast
    ring
  have hu2 : u ^ 2 * exp (2 * (a * b) / 3) = 1 := by
    rw [hu, ← Real.exp_nat_mul, ← Real.exp_add, Real.exp_eq_one_iff]
    push_cast
    ring
  -- `π ρ` is a perfect cube, which removes the fractional powers
  have hw : 0 < a * u / 2 := by positivity
  have hcube : π * holeDensity a b = (a * u / 2) ^ 3 := by
    unfold holeDensity
    rw [hu3]
    field_simp
    norm_num
  have hpow : ((a * u / 2) ^ 3) ^ (2 / 3 : ℝ) = (a * u / 2) ^ 2 := by
    calc ((a * u / 2) ^ 3) ^ (2 / 3 : ℝ)
        = ((a * u / 2) ^ ((3 : ℕ) : ℝ)) ^ (2 / 3 : ℝ) := by rw [Real.rpow_natCast]
      _ = (a * u / 2) ^ (((3 : ℕ) : ℝ) * (2 / 3)) := (Real.rpow_mul hw.le _ _).symm
      _ = (a * u / 2) ^ ((2 : ℕ) : ℝ) := by congr 1; norm_num
      _ = (a * u / 2) ^ 2 := Real.rpow_natCast _ _
  have h53 : holeDensity a b ^ (5 / 3 : ℝ)
      = holeDensity a b * holeDensity a b ^ (2 / 3 : ℝ) := by
    rw [show (5 / 3 : ℝ) = 1 + 2 / 3 by norm_num, Real.rpow_add hn, Real.rpow_one]
  have hprod : π ^ (2 / 3 : ℝ) * holeDensity a b ^ (5 / 3 : ℝ)
      = holeDensity a b * (a * u / 2) ^ 2 := by
    rw [h53, mul_left_comm (π ^ (2 / 3 : ℝ)), ← Real.mul_rpow pi_pos.le hn.le,
      hcube, hpow]
  rw [holeCurvature_eq ha hb, hprod]
  unfold brRecip
  linear_combination
    (-(holeDensity a b * a ^ 2 * (a * b - 2) / (6 * (a * b)))) * hu2
```

The final theorem concerns pairs `p`, with `p.1` the exponent \(a\) and `p.2` the distance \(b\). For every \(\rho>0\) and every real \(Q\), exactly one pair of positive numbers gives both values. Existence follows the recipe above: \(x\) from \(g(x)=Q/K\), then \(a\) as a cube root, then \(b=x/a\). For uniqueness, any second hole `(a', b')` must have the same product \(x\), hence the same \(a^3\), hence the same \(a\) and \(b\).

Here \(\rho\) and \(Q\) are arbitrary inputs. Their computation from orbitals does not enter, nor does the accuracy of the model for a real exchange hole. Points with \(\rho=0\) and holes centred on the electron, \(b=0\), are excluded.

```lean
/-- For every positive density `ρ` and every real curvature `Q` there is exactly one
exponential hole, with positive exponent `a` and distance `b`, that has both values. -/
theorem hole_existsUnique {ρ : ℝ} (hρ : 0 < ρ) (Q : ℝ) :
    ∃! p : ℝ × ℝ, 0 < p.1 ∧ 0 < p.2 ∧
      holeDensity p.1 p.2 = ρ ∧ holeCurvature p.1 p.2 = Q := by
  obtain ⟨K, hK⟩ : ∃ K, K = 2 / 3 * (π ^ (2 / 3 : ℝ) * ρ ^ (5 / 3 : ℝ)) := ⟨_, rfl⟩
  have hK0 : 0 < K := by rw [hK]; positivity
  obtain ⟨x, ⟨hx, hxt⟩, huniq⟩ := brRecip_existsUnique (Q / K)
  -- the density fixes `a` once `x = a b` is known
  have hroot : ∀ T : ℝ, 0 < T → ∃ a : ℝ, 0 < a ∧ a ^ 3 = T := by
    intro T hT
    refine ⟨T ^ (1 / 3 : ℝ), by positivity, ?_⟩
    rw [← Real.rpow_natCast, ← Real.rpow_mul hT.le]
    norm_num
  obtain ⟨a, ha, ha3⟩ := hroot (8 * π * ρ * exp x) (by positivity)
  have hb : 0 < x / a := div_pos hx ha
  have hab : a * (x / a) = x := by field_simp
  have hdens : holeDensity a (x / a) = ρ := by
    unfold holeDensity
    rw [hab, ha3, Real.exp_neg]
    field_simp
  refine ⟨(a, x / a), ⟨ha, hb, hdens, ?_⟩, ?_⟩
  · change holeCurvature a (x / a) = Q
    rw [holeCurvature_eq_brRecip ha hb, hdens, hab, hxt, ← hK]
    field_simp
  · rintro ⟨a', b'⟩ ⟨ha', hb', hd', hc'⟩
    dsimp only at ha' hb' hd' hc'
    have h := holeCurvature_eq_brRecip ha' hb'
    rw [hd', hc', ← hK] at h
    have hx' : a' * b' = x := huniq _
      ⟨mul_pos ha' hb', eq_div_of_mul_eq hK0.ne' (by linear_combination -h)⟩
    have ha3' : a' ^ 3 = 8 * π * ρ * exp x := by
      unfold holeDensity at hd'
      rw [hx', Real.exp_neg] at hd'
      rw [← hd']
      field_simp
    have haa : a' = a :=
      (pow_left_inj₀ ha'.le ha.le (by norm_num : (3 : ℕ) ≠ 0)).1 (ha3'.trans ha3.symm)
    rw [haa] at hx'
    exact Prod.ext haa (eq_div_of_mul_eq ha.ne' (by rw [mul_comm]; exact hx'))

end

end BeckeRoussel
```

```lean
#print axioms BeckeRoussel.becke_roussel_solvable_iff
#print axioms BeckeRoussel.hole_existsUnique
```

```
'BeckeRoussel.becke_roussel_solvable_iff' depends on axioms: [propext, Classical.choice, Quot.sound]
'BeckeRoussel.hole_existsUnique' depends on axioms: [propext, Classical.choice, Quot.sound]
```
